# For a symmetric traceless strain rate, the maximal Tresca dissipation is half the yield stress times the sum of the absolute principal strain rates

An upper-bound estimate of a collapse load balances the power of the loads against the plastic dissipation. If the dissipation is evaluated at an admissible stress that does not maximise the power, it comes out too small, and the estimated load can fall below the true collapse load. For a perfectly plastic Tresca material, the formula below replaces the search over stresses at each material point where the trial strain rate preserves volume. Where it changes the volume, such a material has no finite maximum to evaluate.

Let \(s\) be the stress, \(D\) the strain rate with eigenvalues \(d_i\), and \(k\) the largest permitted difference between principal stresses. If \(k\ge 0\), \(D\) is symmetric and \(\operatorname{tr}D=0\), then

\[
\max_{s\ \text{admissible}}\operatorname{tr}(sD)=\frac{k}{2}\sum_i|d_i| .
\]

The constant \(k\) is postulated. It stands for the yield stress in uniaxial tension, so the shear stress may reach at most \(k/2\). Hardening and rate dependence are left out.

```lean
import Mathlib

open Matrix

namespace TrescaDissipation

variable {n : Type*} [Fintype n] [DecidableEq n]
```

The index type `n` is finite, so the matrices are \(n\times n\) for any size, with three as the usual physical case. `TrescaAdmissible k s` requires a symmetric stress (`IsHermitian`, over the reals) and \(a-b\le k\) for any eigenvalues \(a,b\) with nonzero eigenvectors. Since the pair may be taken in either order, this bounds \(|a-b|\).

```lean
/-- A stress is Tresca admissible if it is symmetric and any two of its eigenvalues
(principal stresses) differ by at most `k`. -/
def TrescaAdmissible (k : ℝ) (s : Matrix n n ℝ) : Prop :=
  s.IsHermitian ∧ ∀ (a b : ℝ) (u v : n → ℝ), u ≠ 0 → v ≠ 0 →
    s *ᵥ u = a • u → s *ᵥ v = b • v → a - b ≤ k
```

`dissipationRates k D` collects the values of \(\operatorname{tr}(sD)\), the plastic power per unit volume, over all admissible stresses.

```lean
/-- The values of the plastic power `tr (s D)` over all Tresca admissible stresses `s`. -/
def dissipationRates (k : ℝ) (D : Matrix n n ℝ) : Set ℝ :=
  {w | ∃ s : Matrix n n ℝ, TrescaAdmissible k s ∧ (s * D).trace = w}
```

## Symmetry of stress and strain rate

Symmetry of \(s\) expresses the balance of angular momentum in a medium without couple stresses or body couples. Symmetry of \(D\) means that the spin has been removed from the velocity gradient. Both give orthonormal principal axes:

\[
s=P\,\mathrm{diag}(\sigma)\,P^{T},\qquad D=Q\,\mathrm{diag}(d)\,Q^{T}.
\]

Put \(W=P^TQ\), so that \(W_{ji}\) is the overlap of stress axis \(j\) with strain-rate axis \(i\). Cycling the trace gives

\[
\operatorname{tr}(sD)=\operatorname{tr}\!\big(\mathrm{diag}(\sigma)\,W\,\mathrm{diag}(d)\,W^T\big)=\sum_i\sum_j\sigma_j d_i W_{ji}^2 .
\]

Since \(W^TW=Q^TPP^TQ=1\), its diagonal entries give \(\sum_jW_{ji}^2=1\) for each \(i\).

In the proof, `principal_frame` builds the diagonalisation from Mathlib's eigenvectors, and `power_eq_overlap_sum` carries out the two calculations above.

```lean
/-- A real symmetric tensor is diagonal in an orthonormal frame of principal axes. -/
theorem principal_frame {A : Matrix n n ℝ} (hA : A.IsHermitian) :
    ∃ U : Matrix n n ℝ, Uᵀ * U = 1 ∧ U * Uᵀ = 1 ∧
      A = U * diagonal hA.eigenvalues * Uᵀ := by
  have h1 := Matrix.mem_unitaryGroup_iff'.1 hA.eigenvectorUnitary.2
  rw [star_eq_conjTranspose, conjTranspose_eq_transpose_of_trivial] at h1
  have h2 := mul_eq_one_comm.1 h1
  have hAU : A * (hA.eigenvectorUnitary : Matrix n n ℝ)
      = (hA.eigenvectorUnitary : Matrix n n ℝ) * diagonal hA.eigenvalues := by
    ext i j
    have h := congrFun (hA.mulVec_eigenvectorBasis j) i
    rw [Matrix.mul_diagonal]
    simp only [Matrix.mul_apply, hA.eigenvectorUnitary_apply]
    simpa [Matrix.mulVec, dotProduct, mul_comm] using h
  exact ⟨_, h1, h2, by rw [← hAU, Matrix.mul_assoc, h2, Matrix.mul_one]⟩

/-- The power `tr (s D)` is the sum of products of principal stresses and principal strain rates,
weighted by squared coefficients that add up to one for each principal strain rate. -/
theorem power_eq_overlap_sum {s D : Matrix n n ℝ} (hs : s.IsHermitian) (hD : D.IsHermitian) :
    ∃ W : Matrix n n ℝ, (∀ i, ∑ j, W j i ^ 2 = 1) ∧
      (s * D).trace = ∑ i, ∑ j, hs.eigenvalues j * hD.eigenvalues i * W j i ^ 2 := by
  obtain ⟨P, -, hP, hPs⟩ := principal_frame hs
  obtain ⟨Q, hQ, -, hQD⟩ := principal_frame hD
  refine ⟨Pᵀ * Q, fun i => ?_, ?_⟩
  · have h : (Pᵀ * Q)ᵀ * (Pᵀ * Q) = 1 := by
      calc (Pᵀ * Q)ᵀ * (Pᵀ * Q) = Qᵀ * ((P * Pᵀ) * Q) := by
            simp only [transpose_mul, transpose_transpose, Matrix.mul_assoc]
        _ = 1 := by rw [hP, Matrix.one_mul, hQ]
    have h' := congrFun (congrFun h i) i
    rw [Matrix.mul_apply, Matrix.one_apply_eq] at h'
    refine Eq.trans (Finset.sum_congr rfl fun j _ => ?_) h'
    rw [transpose_apply]
    ring
  · have h : (s * D).trace = (diagonal hs.eigenvalues *
        ((Pᵀ * Q) * diagonal hD.eigenvalues * (Pᵀ * Q)ᵀ)).trace := by
      calc (s * D).trace = ((P * diagonal hs.eigenvalues * Pᵀ) *
              (Q * diagonal hD.eigenvalues * Qᵀ)).trace :=
            congrArg Matrix.trace (congrArg₂ (· * ·) hPs hQD)
        _ = (P * (diagonal hs.eigenvalues * Pᵀ * Q * diagonal hD.eigenvalues * Qᵀ)).trace := by
            simp only [Matrix.mul_assoc]
        _ = ((diagonal hs.eigenvalues * Pᵀ * Q * diagonal hD.eigenvalues * Qᵀ) * P).trace :=
            Matrix.trace_mul_comm _ _
        _ = _ := by simp only [transpose_mul, transpose_transpose, Matrix.mul_assoc]
    rw [h]
    generalize Pᵀ * Q = W
    rw [Finset.sum_comm, Matrix.trace]
    refine Finset.sum_congr rfl fun j _ => ?_
    rw [diag_apply, diagonal_mul, Matrix.mul_apply, Finset.mul_sum]
    refine Finset.sum_congr rfl fun i _ => ?_
    rw [mul_diagonal, transpose_apply]
    ring
```

Without symmetry of \(s\), the eigenvalue condition controls too little. The matrix \(s=\begin{pmatrix}0&M\\0&0\end{pmatrix}\) has only the eigenvalue zero, yet with \(D=\begin{pmatrix}0&1\\1&0\end{pmatrix}\) it gives power \(M\), which is arbitrary. Without symmetry of \(D\), its eigenvalues are the wrong data: \(\begin{pmatrix}0&1\\0&0\end{pmatrix}\) has eigenvalues zero, but its symmetric part has \(\pm\tfrac12\) and dissipates up to \(k/2\).

## The yield limit on principal stress differences

The Tresca condition limits the maximum shear stress and leaves the pressure free. Let \(\sigma_a\) and \(\sigma_b\) be the largest and smallest principal stresses, and let \(c=(\sigma_a+\sigma_b)/2\). Every \(\sigma_j\) lies between \(\sigma_b\) and \(\sigma_a\), so

\[
|\sigma_j-c|\le\frac{\sigma_a-\sigma_b}{2}\le\frac{k}{2}.
\]

`exists_mid_stress` follows the same route: it picks the extreme eigenvalues, applies admissibility to their eigenvectors, and leaves the inequalities to `linarith`.

```lean
/-- The principal stresses of an admissible stress all lie within `k / 2` of a common value. -/
theorem exists_mid_stress [Nonempty n] {k : ℝ} {s : Matrix n n ℝ} (hs : TrescaAdmissible k s) :
    ∃ c : ℝ, ∀ i, |hs.1.eigenvalues i - c| ≤ k / 2 := by
  obtain ⟨a, ha⟩ := Finite.exists_max hs.1.eigenvalues
  obtain ⟨b, hb⟩ := Finite.exists_min hs.1.eigenvalues
  have hne : ∀ i, (hs.1.eigenvectorBasis i).ofLp ≠ 0 := fun i h =>
    hs.1.eigenvectorBasis.orthonormal.ne_zero i (by ext j; exact congrFun h j)
  have hab := hs.2 _ _ _ _ (hne a) (hne b)
    (hs.1.mulVec_eigenvectorBasis a) (hs.1.mulVec_eigenvectorBasis b)
  refine ⟨(hs.1.eigenvalues a + hs.1.eigenvalues b) / 2, fun i => ?_⟩
  have h1 := ha i
  have h2 := hb i
  rw [abs_le]
  constructor <;> linarith
```

Without the yield limit, the stresses \(s=\lambda D\) give power \(\lambda\operatorname{tr}D^2\), which grows without bound for any nonzero \(D\).

## Zero trace of the strain rate

A traceless strain rate describes plastic flow at constant volume, on which pressure does no work. By hand, this is what allows \(c\) to be subtracted:

\[
\sum_i\sum_j c\,d_iW_{ji}^2=c\sum_i d_i=c\operatorname{tr}D=0 .
\]

Therefore

\[
\operatorname{tr}(sD)=\sum_i\sum_j(\sigma_j-c)\,d_iW_{ji}^2\le\sum_i\sum_j\frac{k}{2}|d_i|W_{ji}^2=\frac{k}{2}\sum_i|d_i| .
\]

In `power_le`, the step `hz` is the vanishing sum, and the final `calc` block is this chain of relations. The empty matrix is treated separately, because it has no extreme eigenvalues.

```lean
/-- For a traceless strain rate, no admissible stress dissipates more than `k / 2` times the
sum of the absolute principal strain rates. -/
theorem power_le {k : ℝ} {s D : Matrix n n ℝ} (hs : TrescaAdmissible k s)
    (hD : D.IsHermitian) (h0 : D.trace = 0) :
    (s * D).trace ≤ k / 2 * ∑ i, |hD.eigenvalues i| := by
  rcases isEmpty_or_nonempty n with hn | hn
  · simp [Matrix.trace]
  obtain ⟨c, hc⟩ := exists_mid_stress hs
  obtain ⟨W, hW, hT⟩ := power_eq_overlap_sum hs.1 hD
  have hsum : ∑ i, hD.eigenvalues i = 0 := by
    simpa [h0] using hD.trace_eq_sum_eigenvalues.symm
  -- the common value `c` does no work on a traceless strain rate
  have hz : ∑ i, ∑ j, c * hD.eigenvalues i * W j i ^ 2 = 0 := by
    calc _ = ∑ i, c * hD.eigenvalues i :=
          Finset.sum_congr rfl fun i _ => by rw [← Finset.mul_sum, hW, mul_one]
      _ = 0 := by rw [← Finset.mul_sum, hsum, mul_zero]
  calc (s * D).trace
      = ∑ i, ∑ j, (hs.1.eigenvalues j - c) * hD.eigenvalues i * W j i ^ 2 := by
        simp only [sub_mul, Finset.sum_sub_distrib]
        rw [hz, sub_zero, hT]
    _ ≤ ∑ i, ∑ j, k / 2 * |hD.eigenvalues i| * W j i ^ 2 := by
        refine Finset.sum_le_sum fun i _ => Finset.sum_le_sum fun j _ =>
          mul_le_mul_of_nonneg_right ?_ (sq_nonneg _)
        refine (le_abs_self _).trans ?_
        rw [abs_mul]
        exact mul_le_mul_of_nonneg_right (hc j) (abs_nonneg _)
    _ = ∑ i, k / 2 * |hD.eigenvalues i| :=
        Finset.sum_congr rfl fun i _ => by rw [← Finset.mul_sum, hW, mul_one]
    _ = _ := by rw [← Finset.mul_sum]
```

Without zero trace this upper bound fails, as shown below once an admissible stress is available.

## A nonnegative yield stress

The condition \(k\ge0\) says that the material has a yield stress, possibly zero. The construction of a maximiser uses it. Give the stress the principal axes of \(D\), with principal values

\[
t_i=\begin{cases}k/2,&d_i\ge0,\\-k/2,&d_i<0.\end{cases}
\]

To see that \(s=Q\,\mathrm{diag}(t)\,Q^T\) is admissible, suppose \(sv=av\) with \(v\ne0\). Then \(w=Q^Tv\) is nonzero and \(t_iw_i=aw_i\) for every \(i\). Choosing \(i\) with \(w_i\ne0\) gives \(a=t_i\), so \(|a|\le k/2\), and two such eigenvalues differ by at most \(k\). The power is

\[
\operatorname{tr}(sD)=\sum_i t_id_i=\frac{k}{2}\sum_i|d_i| .
\]

`admissible_of_frame` proves admissibility by this change of frame, with `U` in the role of \(Q\).

```lean
/-- A stress with principal values between `-k / 2` and `k / 2` in some orthonormal frame is
Tresca admissible. -/
theorem admissible_of_frame {k : ℝ} {U : Matrix n n ℝ} {t : n → ℝ} (hU : Uᵀ * U = 1)
    (ht : ∀ i, |t i| ≤ k / 2) : TrescaAdmissible k (U * diagonal t * Uᵀ) := by
  have key : ∀ (a : ℝ) (v : n → ℝ), v ≠ 0 → (U * diagonal t * Uᵀ) *ᵥ v = a • v →
      |a| ≤ k / 2 := by
    intro a v hv h
    have h2 : Uᵀ * (U * diagonal t * Uᵀ) = diagonal t * Uᵀ := by
      calc _ = (Uᵀ * U) * (diagonal t * Uᵀ) := by simp only [Matrix.mul_assoc]
        _ = _ := by rw [hU, Matrix.one_mul]
    -- in the principal frame the eigenvector equation is diagonal
    have h3 : diagonal t *ᵥ (Uᵀ *ᵥ v) = a • (Uᵀ *ᵥ v) := by
      rw [Matrix.mulVec_mulVec, ← h2, ← Matrix.mulVec_mulVec, h, Matrix.mulVec_smul]
    have hw : Uᵀ *ᵥ v ≠ 0 := by
      intro hw
      apply hv
      rw [← Matrix.one_mulVec v, ← mul_eq_one_comm.1 hU, ← Matrix.mulVec_mulVec, hw,
        Matrix.mulVec_zero]
    obtain ⟨i, hi⟩ := Function.ne_iff.1 hw
    have h4 := congrFun h3 i
    rw [Matrix.mulVec_diagonal, Pi.smul_apply, smul_eq_mul] at h4
    rw [← mul_right_cancel₀ hi h4]
    exact ht i
  refine ⟨?_, fun a b u v hu hv hau hbv => ?_⟩
  · rw [Matrix.IsHermitian, conjTranspose_eq_transpose_of_trivial]
    simp only [transpose_mul, transpose_transpose, diagonal_transpose, Matrix.mul_assoc]
  · have h1 := abs_le.1 (key a u hu hau)
    have h2 := abs_le.1 (key b v hv hbv)
    linarith [h1.2, h2.1]
```

`power_attained` defines `t` by the sign rule, uses `hk` to show \(|t_i|\le k/2\), and evaluates the trace. It does not use the trace condition.

```lean
/-- For `0 ≤ k`, some admissible stress dissipates exactly `k / 2` times the sum of the absolute
principal strain rates. -/
theorem power_attained {k : ℝ} (hk : 0 ≤ k) {D : Matrix n n ℝ} (hD : D.IsHermitian) :
    k / 2 * ∑ i, |hD.eigenvalues i| ∈ dissipationRates k D := by
  obtain ⟨U, hU, -, hUD⟩ := principal_frame hD
  -- principal stresses `± k / 2` along the axes of `D`, with the signs of its eigenvalues
  let t : n → ℝ := fun i => if 0 ≤ hD.eigenvalues i then k / 2 else -(k / 2)
  have ht : ∀ i, |t i| ≤ k / 2 := by
    intro i
    dsimp only [t]
    split_ifs
    · rw [abs_of_nonneg (by linarith)]
    · rw [abs_neg, abs_of_nonneg (by linarith)]
  refine ⟨U * diagonal t * Uᵀ, admissible_of_frame hU ht, ?_⟩
  calc (U * diagonal t * Uᵀ * D).trace
      = (U * diagonal t * Uᵀ * (U * diagonal hD.eigenvalues * Uᵀ)).trace :=
        congrArg (fun X => (U * diagonal t * Uᵀ * X).trace) hUD
    _ = (U * (diagonal t * ((Uᵀ * U) * (diagonal hD.eigenvalues * Uᵀ)))).trace := by
        simp only [Matrix.mul_assoc]
    _ = (diagonal t * (diagonal hD.eigenvalues * (Uᵀ * U))).trace := by
        rw [hU, Matrix.one_mul, Matrix.trace_mul_comm, Matrix.mul_assoc, Matrix.mul_assoc, hU]
    _ = ∑ i, t i * hD.eigenvalues i := by
        rw [hU, Matrix.mul_one, diagonal_mul_diagonal, trace_diagonal]
    _ = _ := by
        rw [Finset.mul_sum]
        refine Finset.sum_congr rfl fun i _ => ?_
        dsimp only [t]
        split_ifs with h
        · rw [abs_of_nonneg h]
        · rw [abs_of_neg (not_le.1 h)]
          ring
```

In `tresca_dissipation`, `IsGreatest` says that the value belongs to the set of powers and that no member exceeds it. The proof combines `power_attained` with `power_le`.

```lean
/-- Tresca dissipation: for `0 ≤ k` and a symmetric traceless strain rate, the maximum of `tr (s D)`
over admissible stresses is attained and equals `k / 2` times the sum of absolute eigenvalues. -/
theorem tresca_dissipation {k : ℝ} (hk : 0 ≤ k) {D : Matrix n n ℝ} (hD : D.IsHermitian)
    (h0 : D.trace = 0) :
    IsGreatest (dissipationRates k D) (k / 2 * ∑ i, |hD.eigenvalues i|) := by
  refine ⟨power_attained hk hD, ?_⟩
  rintro w ⟨s, hs, rfl⟩
  exact power_le hs hD h0
```

If \(k<0\) and \(n\ge1\), no stress is admissible, since comparing an eigenvalue with itself would require \(0\le k\). The set of powers is then empty and has no maximum. At \(k=0\) only hydrostatic stresses remain, and the maximum is zero.

## Volume change makes the power unbounded

Adding \(p\,1\) to a stress shifts every principal stress by \(p\) and leaves their differences alone. `admissible_add_hydrostatic` proves this by shifting the eigenvalue in each eigenvector equation.

```lean
/-- Adding a hydrostatic stress to an admissible stress leaves it admissible. -/
theorem admissible_add_hydrostatic {k : ℝ} {s : Matrix n n ℝ} (hs : TrescaAdmissible k s)
    (p : ℝ) : TrescaAdmissible k (s + p • (1 : Matrix n n ℝ)) := by
  have key : ∀ (a : ℝ) (v : n → ℝ), (s + p • (1 : Matrix n n ℝ)) *ᵥ v = a • v →
      s *ᵥ v = (a - p) • v := by
    intro a v h
    rw [Matrix.add_mulVec, Matrix.smul_mulVec, Matrix.one_mulVec] at h
    rw [sub_smul, ← h, add_sub_cancel_right]
  refine ⟨?_, fun a b u v hu hv ha hb => ?_⟩
  · have h := hs.1
    rw [Matrix.IsHermitian, conjTranspose_eq_transpose_of_trivial] at h ⊢
    rw [transpose_add, transpose_smul, transpose_one, h]
  · linarith [hs.2 _ _ u v hu hv (key a u ha) (key b v hb)]
```

The power changes by \(p\operatorname{tr}D\). If \(\operatorname{tr}D\ne0\) and \(B\) were an upper bound, the choice

\[
p=\frac{B+1-\operatorname{tr}(sD)}{\operatorname{tr}D}
\]

would raise the power to \(B+1\), a contradiction. `bddAbove_iff_traceless` takes its starting stress from `power_attained` and makes this choice. The converse is the main theorem. Thus, for symmetric \(D\) and \(k\ge0\), the power is bounded above exactly when the flow preserves volume.

```lean
/-- For `0 ≤ k` and a symmetric strain rate, the dissipation over admissible stresses is bounded
above exactly when the strain rate is traceless. -/
theorem bddAbove_iff_traceless {k : ℝ} (hk : 0 ≤ k) {D : Matrix n n ℝ} (hD : D.IsHermitian) :
    BddAbove (dissipationRates k D) ↔ D.trace = 0 := by
  refine ⟨?_, fun h0 => (tresca_dissipation hk hD h0).bddAbove⟩
  rintro ⟨B, hB⟩
  by_contra h
  obtain ⟨s, hs, -⟩ := power_attained hk hD
  -- a suitable hydrostatic stress raises the power to `B + 1`
  have h1 := hB ⟨_, admissible_add_hydrostatic hs ((B + 1 - (s * D).trace) / D.trace), rfl⟩
  rw [Matrix.add_mul, Matrix.smul_mul, Matrix.one_mul, trace_add, trace_smul, smul_eq_mul,
    div_mul_cancel₀ _ h] at h1
  linarith
```

## Three dimensions and the largest principal rate

In three dimensions the sum can be replaced by a maximum. Among three numbers with zero sum, one has the sign opposite to that of the other two, zeros being allowed either sign. Its absolute value is the sum of the other two absolute values, so it is the largest and equals half the total:

\[
\max_i|d_i|=\frac12\sum_i|d_i|,\qquad \max_s\operatorname{tr}(sD)=k\max_i|d_i| .
\]

Lean numbers the three eigenvalues 0, 1 and 2. The auxiliary statement `aux` proves the identity by splitting into sign cases and closing each with `linarith`; the main theorem then supplies the maximum.

```lean
/-- In three dimensions, for `0 ≤ k` and a symmetric traceless strain rate, the maximal Tresca
dissipation is `k` times the largest absolute principal strain rate. -/
theorem tresca_dissipation_three {k : ℝ} (hk : 0 ≤ k) {D : Matrix (Fin 3) (Fin 3) ℝ}
    (hD : D.IsHermitian) (h0 : D.trace = 0) :
    IsGreatest (dissipationRates k D)
      (k * max |hD.eigenvalues 0| (max |hD.eigenvalues 1| |hD.eigenvalues 2|)) := by
  have hsum : ∑ i, hD.eigenvalues i = 0 := by
    simpa [h0] using hD.trace_eq_sum_eigenvalues.symm
  have aux : ∀ x y z : ℝ, x + y + z = 0 →
      max |x| (max |y| |z|) = (|x| + |y| + |z|) / 2 := by
    intro x y z h
    apply le_antisymm
    · refine max_le ?_ (max_le ?_ ?_) <;>
        rcases abs_cases x with hx | hx <;> rcases abs_cases y with hy | hy <;>
        rcases abs_cases z with hz | hz <;> linarith
    · have h1 := le_max_left |x| (max |y| |z|)
      have h2 := (le_max_left |y| |z|).trans (le_max_right |x| (max |y| |z|))
      have h3 := (le_max_right |y| |z|).trans (le_max_right |x| (max |y| |z|))
      rcases abs_cases x with hx | hx <;> rcases abs_cases y with hy | hy <;>
        rcases abs_cases z with hz | hz <;> linarith
  rw [Fin.sum_univ_three] at hsum
  have hmain := tresca_dissipation hk hD h0
  rw [Fin.sum_univ_three] at hmain
  rw [aux _ _ _ hsum]
  convert hmain using 1
  ring

end TrescaDissipation
```

In four dimensions the shorter form fails: the rates \((1,1,-1,-1)\) give \(2k\) by the general formula, whereas \(k\max_i|d_i|=k\). Of the failures caused by dropping a hypothesis, only the one for a nonzero trace is a theorem in the file; the others are worked by hand.

```lean
#print axioms TrescaDissipation.tresca_dissipation
#print axioms TrescaDissipation.bddAbove_iff_traceless
#print axioms TrescaDissipation.tresca_dissipation_three
```

```
'TrescaDissipation.tresca_dissipation' depends on axioms: [propext, Classical.choice, Quot.sound]
'TrescaDissipation.bddAbove_iff_traceless' depends on axioms: [propext, Classical.choice, Quot.sound]
'TrescaDissipation.tresca_dissipation_three' depends on axioms: [propext, Classical.choice, Quot.sound]
```
